# Continuity and strict growth of the real-valued principal quantum number ν = n + 1/2 − arctan(D)/π across the poles of D

Let E_0 < E_1 < E_2 < … be energies, m a natural number, and D a real function of the energy x. Assume that on each interval (E_n, E_(n+1)) with n < m the function D is continuous, strictly decreasing, and runs from +∞ to −∞. Then the function

ν(x) = n + 1/2 − arctan(D(x))/π  on (E_n, E_(n+1)), n < m
ν(E_n) = n,  n ≤ m

is continuous and strictly increasing on [E_0, E_m], and it takes each value in [0, m] at exactly one energy there.

## The logarithmic derivative and its branches

For one angular momentum and a spherical potential, let u(r, x) be the regular radial solution at energy x and R the sphere radius. Then D(x) = R u′(R, x)/u(R, x), with the prime for d/dr, and the E_n are the energies at which u vanishes on the sphere. The fall of D from +∞ to −∞ between neighbouring poles is the behaviour of this ratio between two successive passages of a node of u through the surface; at each E_n a node crosses r = R and D jumps from −∞ to +∞. It is assumed here, not derived from the radial equation; R, u and the potential do not occur in the code.

In Lean 4 with Mathlib:

```lean
import Mathlib

open Set Filter Topology Real

namespace PrincipalQuantumNumber

noncomputable section
```

`IsBranch D a b` collects the four assumptions on an interval (a, b); `𝓝[>] a` and `𝓝[<] b` are the one-sided limits from inside. The values of D at a and b never enter.

```lean
/-- One branch of the logarithmic derivative `D`: continuous and strictly decreasing
on `(a, b)`, running from `+∞` at `a` to `-∞` at `b`. -/
structure IsBranch (D : ℝ → ℝ) (a b : ℝ) : Prop where
  cont : ContinuousOn D (Ioo a b)
  anti : StrictAntiOn D (Ioo a b)
  top : Tendsto D (𝓝[>] a) atTop
  bot : Tendsto D (𝓝[<] b) atBot
```

The phase is φ(y) = 1/2 − arctan(y)/π.

```lean
/-- The phase `1/2 - arctan(y)/π` belonging to a value `y` of the logarithmic derivative. -/
def phase (y : ℝ) : ℝ := 1 / 2 - arctan y / π
```

`IsPrincipalNumber D E m ν` states the two defining relations of ν. The count starts at ν(E_0) = 0, so n counts poles from E_0 and ν differs by a constant integer from a labelling in which n is the number of nodes of u with 0 < r ≤ R, plus l + 1, where l is the angular momentum. Outside [E_0, E_m] ν is left free, so energies below E_0 are not covered. If E_0 is the lowest energy at which u vanishes on the sphere, these are the energies at which u has no node with 0 < r ≤ R, as for 1s, 2p, 3d and 4f states.

```lean
/-- Defining relations of the principal number `ν` up to `E m` (continuity is not among them): it is
`n + 1/2 - arctan(D)/π` on `(E n, E (n+1))` for `n < m` and equals `n` at `E n` for `n ≤ m`. -/
structure IsPrincipalNumber (D : ℝ → ℝ) (E : ℕ → ℝ) (m : ℕ) (ν : ℝ → ℝ) : Prop where
  branch : ∀ n < m, ∀ x ∈ Ioo (E n) (E (n + 1)), ν x = n + phase (D x)
  pole : ∀ n ≤ m, ν (E n) = n
```

The proof uses an explicit construction. The step s of an interval (a, b) is 0 for x ≤ a, φ(D(x)) inside, and 1 otherwise. With s_n the step of (E_n, E_(n+1)), `nu D E m` is

N(x) = Σ_(n<m) s_n(x).

```lean
/-- The step of the interval `(a, b)`: `0` up to `a`, the phase of `D` inside, `1` beyond. -/
def step (D : ℝ → ℝ) (a b x : ℝ) : ℝ :=
  if x ≤ a then 0 else if x < b then phase (D x) else 1

/-- The sum of the steps of the first `m` intervals `(E n, E (n+1))`. -/
def nu (D : ℝ → ℝ) (E : ℕ → ℝ) (m : ℕ) (x : ℝ) : ℝ :=
  ∑ n ∈ Finset.range m, step D (E n) (E (n + 1)) x
```

## (a) Range, monotonicity and limits of the phase

Show that 0 < φ < 1, that φ is strictly decreasing and continuous, and that φ(y) → 0 for y → +∞ and φ(y) → 1 for y → −∞.

Dividing −π/2 < arctan y < π/2 by π gives −1/2 < arctan(y)/π < 1/2, hence 0 < φ(y) < 1. Since arctan is continuous and strictly increasing, φ is continuous and strictly decreasing. The limits ±π/2 of arctan give

1/2 − (π/2)/π = 0  and  1/2 + (π/2)/π = 1.

The bounds are `h1` and `h2`; the two evaluations are the equations `e`.

```lean
/-- The phase lies in `(0, 1)`, is strictly decreasing and continuous, and tends to `0`
at `+∞` and to `1` at `-∞`. -/
theorem phase_props : (∀ y, 0 < phase y ∧ phase y < 1) ∧ StrictAnti phase ∧
    Continuous phase ∧ Tendsto phase atTop (𝓝 0) ∧ Tendsto phase atBot (𝓝 1) := by
  refine ⟨fun y => ?_, fun x y h => ?_,
    continuous_const.sub (continuous_arctan.div_const π), ?_, ?_⟩
  · have h1 : arctan y / π < 1 / 2 := by
      rw [div_lt_iff₀ pi_pos]; linarith [arctan_lt_pi_div_two y]
    have h2 : -(1 / 2) < arctan y / π := by
      rw [lt_div_iff₀ pi_pos]; linarith [neg_pi_div_two_lt_arctan y]
    unfold phase
    constructor <;> linarith
  · have := div_lt_div_of_pos_right (arctan_strictMono h) pi_pos
    unfold phase
    linarith
  · have e : 1 / 2 - π / 2 / π = 0 := by
      rw [div_right_comm, div_self pi_ne_zero]; norm_num
    have := ((tendsto_arctan_atTop.mono_right nhdsWithin_le_nhds).div_const π).const_sub (1 / 2)
    rw [e] at this
    exact this
  · have e : 1 / 2 - -(π / 2) / π = 1 := by
      rw [neg_div, div_right_comm, div_self pi_ne_zero]; norm_num
    have := ((tendsto_arctan_atBot.mono_right nhdsWithin_le_nhds).div_const π).const_sub (1 / 2)
    rw [e] at this
    exact this
```

## (b) The three regions of a step

For a < b, show that s = 0 on (−∞, a], s = φ(D) on (a, b), and s = 1 on [b, ∞).

The first two regions are read off the definition. For x ≥ b, the assumption a < b gives x > a, so neither of the first two cases applies and s(x) = 1.

```lean
/-- For `a < b` the step is `0` on `(-∞, a]`, the phase of `D` on `(a, b)`, `1` on `[b, ∞)`. -/
theorem step_eq (D : ℝ → ℝ) {a b : ℝ} (hab : a < b) :
    (∀ x ≤ a, step D a b x = 0) ∧ (∀ x ∈ Ioo a b, step D a b x = phase (D x)) ∧
      (∀ x, b ≤ x → step D a b x = 1) := by
  refine ⟨fun x hx => if_pos hx, fun x hx => ?_, fun x hx => ?_⟩
  · rw [step, if_neg (not_le.2 hx.1), if_pos hx.2]
  · rw [step, if_neg (not_le.2 (hab.trans_le hx)), if_neg (not_lt.2 hx)]
```

## (c) A step never falls, and rises strictly on [a, b]

Let D be strictly decreasing on (a, b). Show that s is non-decreasing on ℝ and strictly increasing on [a, b].

Take x < y. If a < x and y < b, then D(x) > D(y), so φ(D(x)) < φ(D(y)). If x ≤ a, then s(x) = 0 ≤ s(y). If a < x and y ≥ b, then s(x) ≤ 1 = s(y). On [a, b] the cases with an endpoint are strict: 0 < φ(D(y)), φ(D(x)) < 1, or 0 < 1.

The interior inequality is `key`; `split_ifs` lists the cases and `linarith` closes the remaining ones from 0 < φ < 1 and the order of the points.

```lean
/-- If `D` is strictly decreasing on `(a, b)`, the step is monotone on the real line and
strictly increasing on `[a, b]`. -/
theorem step_mono {D : ℝ → ℝ} {a b : ℝ} (h : StrictAntiOn D (Ioo a b)) :
    Monotone (step D a b) ∧ StrictMonoOn (step D a b) (Icc a b) := by
  have key : ∀ x y, x < y → a < x → y < b → phase (D x) < phase (D y) :=
    fun x y hxy hx hy => phase_props.2.1 (h ⟨hx, hxy.trans hy⟩ ⟨hx.trans hxy, hy⟩ hxy)
  constructor
  · intro x y hle
    rcases hle.eq_or_lt with rfl | hxy
    · exact le_rfl
    obtain ⟨p1, p2⟩ := phase_props.1 (D x)
    obtain ⟨q1, q2⟩ := phase_props.1 (D y)
    unfold step
    split_ifs <;> first | linarith | exact (key x y hxy (by linarith) (by linarith)).le
  · rintro x ⟨hx1, hx2⟩ y ⟨hy1, hy2⟩ hxy
    obtain ⟨p1, p2⟩ := phase_props.1 (D x)
    obtain ⟨q1, q2⟩ := phase_props.1 (D y)
    unfold step
    split_ifs <;> first | linarith | exact key x y hxy (by linarith) (by linarith)
```

## (d) A step is continuous through both poles

For a < b and a branch of D on (a, b), show that s is continuous on ℝ.

Near a point x < a or x > b the step is constant, and near a point of (a, b) it is the continuous composition φ∘D. At a the left limit is 0, and from the right D → +∞ gives φ(D) → 0 = s(a). At b, from the left D → −∞ gives φ(D) → 1 = s(b), and the right limit is 1.

Two uses of `lt_trichotomy` produce the five cases; `htop.comp h.top` and `hbot.comp h.bot` are the limits at the poles.

```lean
/-- For `a < b`, the step of a branch on `(a, b)` is continuous on the whole real line. -/
theorem step_continuous {D : ℝ → ℝ} {a b : ℝ} (hab : a < b) (h : IsBranch D a b) :
    Continuous (step D a b) := by
  obtain ⟨h0, h1, h2⟩ := step_eq D hab
  obtain ⟨-, -, hc, htop, hbot⟩ := phase_props
  refine continuous_iff_continuousAt.2 fun x => ?_
  rcases lt_trichotomy x a with hx | hx | hx
  · refine (continuousAt_const (y := (0 : ℝ))).congr ?_
    filter_upwards [Iio_mem_nhds hx] with y hy using (h0 y (le_of_lt hy)).symm
  · -- lower pole: D → +∞, so the phase tends to 0
    rw [hx, continuousAt_iff_continuous_left'_right']
    unfold ContinuousWithinAt
    rw [h0 a le_rfl]
    refine ⟨tendsto_const_nhds.congr' ?_, (htop.comp h.top).congr' ?_⟩
    · filter_upwards [self_mem_nhdsWithin] with y hy using (h0 y (le_of_lt hy)).symm
    · filter_upwards [Ioo_mem_nhdsGT hab] with y hy using (h1 y hy).symm
  rcases lt_trichotomy x b with hb | hb | hb
  · refine (hc.continuousAt.comp (h.cont.continuousAt (Ioo_mem_nhds hx hb))).congr ?_
    filter_upwards [Ioo_mem_nhds hx hb] with y hy using (h1 y hy).symm
  · -- upper pole: D → -∞, so the phase tends to 1
    rw [hb, continuousAt_iff_continuous_left'_right']
    unfold ContinuousWithinAt
    rw [h2 b le_rfl]
    refine ⟨(hbot.comp h.bot).congr' ?_, tendsto_const_nhds.congr' ?_⟩
    · filter_upwards [Ioo_mem_nhdsLT hab] with y hy using (h1 y hy).symm
    · filter_upwards [self_mem_nhdsWithin] with y hy using (h2 y (le_of_lt hy)).symm
  · refine (continuousAt_const (y := (1 : ℝ))).congr ?_
    filter_upwards [Ioi_mem_nhds hb] with y hy using (h2 y (le_of_lt hy)).symm
```

## (e) Locating an energy between two poles

For E_0 ≤ x < E_m, show that E_n ≤ x < E_(n+1) for some n < m.

Use induction on m. For m = 0 no such x exists. For m = k + 1, either x < E_k and the case m = k applies, or E_k ≤ x < E_(k+1) and n = k. The ordering of the E_n is not used.

```lean
/-- Every energy in `[E 0, E m)` lies in some `[E n, E (n+1))` with `n < m`. -/
theorem exists_interval (E : ℕ → ℝ) (m : ℕ) {x : ℝ} (h0 : E 0 ≤ x) (hm : x < E m) :
    ∃ n < m, E n ≤ x ∧ x < E (n + 1) := by
  induction m with
  | zero => exact absurd hm (not_lt.2 h0)
  | succ k ih =>
    rcases lt_or_ge x (E k) with hk | hk
    · obtain ⟨n, hn, hx⟩ := ih hk
      exact ⟨n, by omega, hx⟩
    · exact ⟨k, by omega, hk, hm⟩
```

## (f) The sum of steps satisfies the defining relations

For strictly increasing E_n and arbitrary D, show that N is an admissible ν.

Let n < m and E_n ≤ x ≤ E_(n+1). For j < n, E_(j+1) ≤ E_n ≤ x gives s_j(x) = 1; for j > n, x ≤ E_(n+1) ≤ E_j gives s_j(x) = 0. Therefore

N(x) = n + s_n(x).

Inside the interval this is n + φ(D(x)). At E_0 every step vanishes, and for p < m one has N(E_(p+1)) = p + s_p(E_(p+1)) = p + 1.

The displayed formula is `key`, with `hlo` and `hhi` the sums over j < n and j > n.

```lean
/-- For strictly increasing `E`, the sum of steps satisfies, for arbitrary `D`, the defining
relations of the principal number up to `E m` in the sense of `IsPrincipalNumber`. -/
theorem nu_spec (D : ℝ → ℝ) {E : ℕ → ℝ} (hE : StrictMono E) (m : ℕ) :
    IsPrincipalNumber D E m (nu D E m) := by
  have hs := fun j => step_eq D (hE (Nat.lt_succ_self j))
  -- lower steps give 1 each, higher steps give 0
  have key : ∀ n < m, ∀ x, E n ≤ x → x ≤ E (n + 1) →
      nu D E m x = n + step D (E n) (E (n + 1)) x := by
    intro n hn x h1 h2
    obtain ⟨k, rfl⟩ : ∃ k, m = n + 1 + k := ⟨m - (n + 1), by omega⟩
    have hlo : ∑ j ∈ Finset.range n, step D (E j) (E (j + 1)) x = n :=
      calc _ = ∑ _j ∈ Finset.range n, (1 : ℝ) := Finset.sum_congr rfl fun j hj =>
            (hs j).2.2 x ((hE.monotone (Finset.mem_range.1 hj)).trans h1)
        _ = n := by simp
    have hhi : ∑ j ∈ Finset.range k, step D (E (n + 1 + j)) (E (n + 1 + j + 1)) x = 0 :=
      Finset.sum_eq_zero fun j _ =>
        (hs _).1 x (h2.trans (hE.monotone (Nat.le_add_right _ _)))
    unfold nu
    rw [Finset.sum_range_add, Finset.sum_range_succ, hlo, hhi, add_zero]
  refine ⟨fun n hn x hx => ?_, fun n hn => ?_⟩
  · rw [key n hn x hx.1.le hx.2.le]
    exact congrArg _ ((hs n).2.1 x hx)
  · cases n with
    | zero =>
      rw [Nat.cast_zero]
      exact Finset.sum_eq_zero fun j _ => (hs j).1 _ (hE.monotone (Nat.zero_le j))
    | succ p =>
      have h1 : step D (E p) (E (p + 1)) (E (p + 1)) = 1 := (hs p).2.2 _ le_rfl
      rw [key p hn _ (hE.monotone (Nat.le_succ p)) le_rfl, h1, Nat.cast_succ]
```

## (g) The sum of steps is continuous and strictly increasing

With a branch on each of the first m intervals, show that N is continuous on ℝ and strictly increasing on [E_0, E_m].

A finite sum of continuous steps is continuous by (d). Take x < y in [E_0, E_m]. Then x < E_m, and (e) gives n with E_n ≤ x < E_(n+1). Put z = min(y, E_(n+1)), so that x < z and both lie in [E_n, E_(n+1)]. By (c),

s_n(x) < s_n(z) ≤ s_n(y),

and s_j(x) ≤ s_j(y) for every j < m. Summing gives N(x) < N(y), the step taken by `Finset.sum_lt_sum`.

```lean
/-- If `D` has a branch on each of the first `m` intervals, the sum of steps is continuous,
and strictly increasing on `[E 0, E m]`. -/
theorem nu_continuous_strictMonoOn {D : ℝ → ℝ} {E : ℕ → ℝ} {m : ℕ} (hE : StrictMono E)
    (hD : ∀ n < m, IsBranch D (E n) (E (n + 1))) :
    Continuous (nu D E m) ∧ StrictMonoOn (nu D E m) (Icc (E 0) (E m)) := by
  refine ⟨continuous_finsetSum _ fun n hn =>
    step_continuous (hE (Nat.lt_succ_self n)) (hD n (Finset.mem_range.1 hn)), ?_⟩
  intro x hx y hy hxy
  obtain ⟨n, hn, h1, h2⟩ := exists_interval E m hx.1 (hxy.trans_le hy.2)
  refine Finset.sum_lt_sum (fun j hj => (step_mono (hD j (Finset.mem_range.1 hj)).anti).1 hxy.le)
    ⟨n, Finset.mem_range.2 hn, ?_⟩
  -- the step of the interval containing x rises strictly
  obtain ⟨hm, hs⟩ := step_mono (hD n hn).anti
  have hz : x < min y (E (n + 1)) := lt_min hxy h2
  exact (hs ⟨h1, h2.le⟩ ⟨h1.trans hz.le, min_le_right _ _⟩ hz).trans_le (hm (min_le_left _ _))
```

## (h) Every ν is continuous and strictly increasing on [E_0, E_m]

Under the hypotheses `hE` (all E_n strictly increasing), `hD` (the m branches) and `hν` (the defining relations), prove the main claim.

It suffices that ν = N on [E_0, E_m]. At x = E_m both equal m. Otherwise (e) gives n with x = E_n, where both equal n, or with x inside interval n, where both equal n + φ(D(x)). This agreement is `heq`, and the properties in (g) pass to ν. At E_0 and E_m, `ContinuousOn` means continuity from inside the range.

```lean
/-- If `E` is strictly increasing and `D` has a branch on each of the first `m` intervals, the
function `ν` of `IsPrincipalNumber D E m ν` is continuous and strictly increasing on `[E 0, E m]`.
-/
theorem principalNumber_continuousOn_strictMonoOn {D ν : ℝ → ℝ} {E : ℕ → ℝ} {m : ℕ}
    (hE : StrictMono E) (hD : ∀ n < m, IsBranch D (E n) (E (n + 1)))
    (hν : IsPrincipalNumber D E m ν) :
    ContinuousOn ν (Icc (E 0) (E m)) ∧ StrictMonoOn ν (Icc (E 0) (E m)) := by
  have hs := nu_spec D hE m
  obtain ⟨hc, hm⟩ := nu_continuous_strictMonoOn hE hD
  -- ν coincides with the sum of steps on the closed range
  have heq : EqOn ν (nu D E m) (Icc (E 0) (E m)) := by
    intro x hx
    rcases hx.2.eq_or_lt with h | h
    · rw [h, hν.pole m le_rfl, hs.pole m le_rfl]
    obtain ⟨n, hn, h1, h2⟩ := exists_interval E m hx.1 h
    rcases h1.eq_or_lt with h3 | h3
    · rw [← h3, hν.pole n hn.le, hs.pole n hn.le]
    · rw [hν.branch n hn x ⟨h3, h2⟩, hs.branch n hn x ⟨h3, h2⟩]
  refine ⟨hc.continuousOn.congr heq, fun x hx y hy hxy => ?_⟩
  rw [heq hx, heq hy]
  exact hm hx hy hxy
```

## (i) One energy for each value of ν

For 0 ≤ t ≤ m, show that exactly one x in [E_0, E_m] has ν(x) = t.

Since ν is continuous with ν(E_0) = 0 and ν(E_m) = m, the intermediate value theorem supplies x, and strict growth (`hm.injOn`) excludes a second solution. For one angular momentum in a fixed spherical potential whose D has the assumed branches, a value of ν thus fixes a linearisation energy of LAPW or the energy of a local orbital without ambiguity within [E_0, E_m].

The smallest cases are included. For m = 0 the range is the single point E_0, `hD` demands nothing, and t = 0 is the only value. For m = 1, ν is the step s_0 on [E_0, E_1], and t = 1/2 selects the energy at which D = 0.

```lean
/-- If `E` is strictly increasing, `D` has a branch on each of the first `m` intervals and
`IsPrincipalNumber D E m ν` holds, every value `t` in `[0, m]` is taken by `ν` at exactly one energy
in `[E 0, E m]`. -/
theorem existsUnique_energy {D ν : ℝ → ℝ} {E : ℕ → ℝ} {m : ℕ}
    (hE : StrictMono E) (hD : ∀ n < m, IsBranch D (E n) (E (n + 1)))
    (hν : IsPrincipalNumber D E m ν) {t : ℝ} (ht : t ∈ Icc (0 : ℝ) m) :
    ∃! x, x ∈ Icc (E 0) (E m) ∧ ν x = t := by
  obtain ⟨hc, hm⟩ := principalNumber_continuousOn_strictMonoOn hE hD hν
  have h := intermediate_value_Icc (hE.monotone (Nat.zero_le m)) hc
  rw [hν.pole 0 (Nat.zero_le m), hν.pole m le_rfl, Nat.cast_zero] at h
  obtain ⟨x, hx, hxt⟩ := h ht
  exact ⟨x, ⟨hx, hxt⟩, fun y hy => hm.injOn hy.1 hx (hy.2.trans hxt.symm)⟩
```

## (j) The cotangent model, where ν is linear

Take D(x) = tan(π/2 − x), the cotangent, and E_n = nπ. This is an illustration of the assumptions and comes from no particular potential.

```lean
/-- The model logarithmic derivative `tan (π/2 - x)`, the cotangent of `x`. -/
def cotD (x : ℝ) : ℝ := tan (π / 2 - x)

/-- The energies `n π`. -/
def cotPole (n : ℕ) : ℝ := n * π
```

Show that the E_n increase strictly, that D has a branch on every (nπ, (n+1)π), and that ν(x) = x/π for every m.

The E_n increase because π > 0. Put w = π/2 − x + nπ. By periodicity D(x) = tan w, and for nπ < x < (n+1)π one has −π/2 < w < π/2, where tan is continuous and strictly increasing. As x rises, w falls from π/2 to −π/2, so D falls strictly from +∞ to −∞. Since arctan(tan w) = w there,

n + 1/2 − w/π = n + 1/2 − 1/2 + x/π − n = x/π,

and nπ/π = n at the poles. Periodicity is `hD`, the range of w is `mem`, and `ht`, `hb` are its one-sided limits.

```lean
/-- The energies `n π` increase strictly, the cotangent has a branch on every `(n π, (n+1) π)`, and
`x / π` satisfies the defining relations, up to `m π`, of its principal quantum number. -/
theorem principalNumber_witness (m : ℕ) : StrictMono cotPole ∧
    (∀ n, IsBranch cotD (cotPole n) (cotPole (n + 1))) ∧
    IsPrincipalNumber cotD cotPole m (fun x => x / π) := by
  have hE : StrictMono cotPole := fun i j h =>
    mul_lt_mul_of_pos_right (Nat.cast_lt.2 h) pi_pos
  have hD : ∀ n : ℕ, cotD = fun x => tan (π / 2 - x + n * π) :=
    fun n => funext fun x => (tan_periodic.nat_mul n (π / 2 - x)).symm
  have mem : ∀ n : ℕ, ∀ x ∈ Ioo (cotPole n) (cotPole (n + 1)),
      π / 2 - x + n * π ∈ Ioo (-(π / 2)) (π / 2) := by
    rintro n x ⟨h1, h2⟩
    simp only [cotPole] at h1 h2
    push_cast at h2
    constructor <;> linarith
  refine ⟨hE, fun n => ?_, fun n _ x hx => ?_, fun n _ => mul_div_cancel_right₀ _ pi_ne_zero⟩
  · have hc : Continuous fun x : ℝ => π / 2 - x + n * π := by fun_prop
    have hlt : cotPole n < cotPole (n + 1) := hE (Nat.lt_succ_self n)
    have ht : Tendsto (fun x : ℝ => π / 2 - x + n * π) (𝓝[>] cotPole n) (𝓝[<] (π / 2)) := by
      refine tendsto_nhdsWithin_iff.2 ⟨(hc.tendsto' _ _ ?_).mono_left nhdsWithin_le_nhds, ?_⟩
      · simp only [cotPole]; ring
      · filter_upwards [Ioo_mem_nhdsGT hlt] with x hx using (mem n x hx).2
    have hb : Tendsto (fun x : ℝ => π / 2 - x + n * π) (𝓝[<] cotPole (n + 1))
        (𝓝[>] (-(π / 2))) := by
      refine tendsto_nhdsWithin_iff.2 ⟨(hc.tendsto' _ _ ?_).mono_left nhdsWithin_le_nhds, ?_⟩
      · simp only [cotPole]; push_cast; ring
      · filter_upwards [Ioo_mem_nhdsLT hlt] with x hx using (mem n x hx).1
    rw [hD n]
    exact ⟨continuousOn_tan_Ioo.comp hc.continuousOn (fun x hx => mem n x hx),
      fun x hx y hy hxy => strictMonoOn_tan (mem n y hy) (mem n x hx) (by linarith),
      tendsto_tan_pi_div_two.comp ht, tendsto_tan_neg_pi_div_two.comp hb⟩
  · have := pi_ne_zero
    rw [hD n]
    simp only [phase]
    rw [arctan_tan (mem n x hx).1 (mem n x hx).2]
    field_simp
    ring

end

end PrincipalQuantumNumber
```

```lean
#print axioms PrincipalQuantumNumber.principalNumber_continuousOn_strictMonoOn
-- 'PrincipalQuantumNumber.principalNumber_continuousOn_strictMonoOn' depends on axioms: [propext, Classical.choice, Quot.sound]
#print axioms PrincipalQuantumNumber.existsUnique_energy
-- 'PrincipalQuantumNumber.existsUnique_energy' depends on axioms: [propext, Classical.choice, Quot.sound]
```
